# Van Vleck cancellation: a Hermitian time-even coupling between Kramers partners is O(B) if the states are differentiable at B = 0

The two states of a Kramers doublet in a magnetic field of strength $B$ are modelled as vectors $u(B)$ and $w(B)$ that are differentiable at $B=0$ and tied together only there, by $w(0)=Tu(0)$ with $T$ the time-reversal map. For a Hermitian coupling $V$ that commutes with $T$, the quotient $|\langle w(B),Vu(B)\rangle|^2/B^2$ then has a finite limit as $B\to0$, so in this finite-dimensional model the squared electronic matrix element of direct spin-lattice relaxation is at most of order $B^2$.

```lean
import Mathlib

open Filter Topology
open scoped InnerProductSpace ComplexConjugate

namespace VanVleckDirectProcess

noncomputable section

variable {H : Type*} [NormedAddCommGroup H] [InnerProductSpace ℂ H]

/-- Time reversal for an odd number of electrons: an antiunitary map with square `-1`. -/
structure IsKramers (T : H →ₛₗ[starRingEnd ℂ] H) : Prop where
  antiunitary : ∀ x y, ⟪T x, T y⟫_ℂ = ⟪y, x⟫_ℂ
  sq : ∀ x, T (T x) = -x

/-- The Hamiltonian `H₀ + B Z` of an atom in a magnetic field of strength `B`. -/
def zeemanH (H₀ Z : H →ₗ[ℂ] H) (B : ℝ) : H →ₗ[ℂ] H := H₀ + (B : ℂ) • Z

/-- The matrix element of `V` between the state `u B` and its partner `T (u (-B))`,
the time reverse of the state in the opposite field. -/
def partnerAmplitude (T : H →ₛₗ[starRingEnd ℂ] H) (V : H →ₗ[ℂ] H) (u : ℝ → H) (B : ℝ) : ℂ :=
  ⟪T (u (-B)), V (u B)⟫_ℂ

/-- For a Hermitian `V` that commutes with a Kramers time reversal `T` (antiunitary, with square
`-1`), the form `⟨T x, V y⟩` is antisymmetric in `x` and `y`. -/
theorem kramers_antisymm {T : H →ₛₗ[starRingEnd ℂ] H} (hT : IsKramers T)
    {V : H →ₗ[ℂ] H} (hV : V.IsSymmetric) (hVT : ∀ x, T (V x) = V (T x)) (x y : H) :
    ⟪T x, V y⟫_ℂ = -⟪T y, V x⟫_ℂ := by
  rw [← hT.antiunitary (V y) (T x), hT.sq, hVT, inner_neg_right, hV (T y) x]

/-- For a Hermitian `V` that commutes with a Kramers time reversal `T` (antiunitary, with square
`-1`), the partner amplitude is an odd function of the field. -/
theorem partnerAmplitude_odd {T : H →ₛₗ[starRingEnd ℂ] H} (hT : IsKramers T)
    {V : H →ₗ[ℂ] H} (hV : V.IsSymmetric) (hVT : ∀ x, T (V x) = V (T x)) (u : ℝ → H) (B : ℝ) :
    partnerAmplitude T V u (-B) = -partnerAmplitude T V u B := by
  unfold partnerAmplitude
  rw [neg_neg, kramers_antisymm hT hV hVT]

/-- If `H₀` is even and `Z` odd under the conjugate-linear map `T`, then `T` turns a solution of
the eigenvalue equation in the field `-B` into one in the field `B` with the same energy. -/
theorem zeeman_partner {T : H →ₛₗ[starRingEnd ℂ] H} {H₀ Z : H →ₗ[ℂ] H}
    (h₀ : ∀ x, T (H₀ x) = H₀ (T x)) (hZ : ∀ x, T (Z x) = -Z (T x)) {B e : ℝ} {x : H}
    (hx : zeemanH H₀ Z (-B) x = (e : ℂ) • x) :
    zeemanH H₀ Z B (T x) = (e : ℂ) • T x := by
  have h := congrArg T hx
  simp only [zeemanH, LinearMap.add_apply, LinearMap.smul_apply, LinearMap.neg_apply, map_add,
    map_smulₛₗ, h₀, hZ, Complex.ofReal_neg, map_neg, Complex.conj_ofReal, smul_neg, neg_smul,
    neg_neg] at h ⊢
  exact h

/-- If an amplitude vanishes at `B = 0` and has slope `c` there, its squared modulus divided
by `B²` tends to `|c|²`. -/
theorem tendsto_normSq_div_sq {f : ℝ → ℂ} {c : ℂ} (hf : HasDerivAt f c 0) (h0 : f 0 = 0) :
    Tendsto (fun B => ‖f B‖ ^ 2 / B ^ 2) (𝓝[≠] 0) (𝓝 (‖c‖ ^ 2)) := by
  refine (hf.tendsto_slope_zero.norm.pow 2).congr fun B => ?_
  rw [zero_add, h0, sub_zero, norm_smul, mul_pow, Real.norm_eq_abs, sq_abs, inv_pow,
    div_eq_inv_mul]

variable [FiniteDimensional ℂ H]

/-- Van Vleck cancellation: let `V` be Hermitian and commute with a Kramers time reversal `T`
(antiunitary, with square `-1`), and let `u`, `w` be differentiable at zero field, where `w = T u`.
Then `|⟨w, V u⟩|² / B²` has a finite limit as `B` tends to zero, given by the first-order changes of
the two states. -/
theorem direct_process_limit {T : H →ₛₗ[starRingEnd ℂ] H} (hT : IsKramers T)
    {V : H →ₗ[ℂ] H} (hV : V.IsSymmetric) (hVT : ∀ x, T (V x) = V (T x))
    {u w : ℝ → H} {u' w' : H} (hu : HasDerivAt u u' 0) (hw : HasDerivAt w w' 0)
    (h0 : w 0 = T (u 0)) :
    Tendsto (fun B => ‖⟪w B, V (u B)⟫_ℂ‖ ^ 2 / B ^ 2) (𝓝[≠] 0)
      (𝓝 (‖⟪w 0, V u'⟫_ℂ + ⟪w', V (u 0)⟫_ℂ‖ ^ 2)) := by
  have hVu : HasDerivAt (fun B => V (u B)) (V u') 0 :=
    (LinearMap.toContinuousLinearMap (V.restrictScalars ℝ)).hasFDerivAt.comp_hasDerivAt 0 hu
  refine tendsto_normSq_div_sq (hw.inner ℂ hVu) ?_
  -- the zero-field amplitude equals its own negative
  have h := kramers_antisymm hT hV hVT (u 0) (u 0)
  rw [h0]
  linear_combination h / 2

/-- For a Hermitian `V` that commutes with a Kramers time reversal `T` (antiunitary, with square
`-1`) and a state `u` with derivative `u'` at zero field, the squared partner amplitude divided by
`B²` tends to `4 |⟨T u, V u'⟩|²`. -/
theorem partner_limit {T : H →ₛₗ[starRingEnd ℂ] H} (hT : IsKramers T)
    {V : H →ₗ[ℂ] H} (hV : V.IsSymmetric) (hVT : ∀ x, T (V x) = V (T x))
    {u : ℝ → H} {u' : H} (hu : HasDerivAt u u' 0) :
    Tendsto (fun B => ‖partnerAmplitude T V u B‖ ^ 2 / B ^ 2) (𝓝[≠] 0)
      (𝓝 (4 * ‖⟪T (u 0), V u'⟫_ℂ‖ ^ 2)) := by
  -- over the reals, time reversal is an ordinary linear map
  let L : H →ₗ[ℝ] H :=
    { toFun := T
      map_add' := fun x y => map_add T x y
      map_smul' := fun r x => by
        have h := T.map_smulₛₗ (r : ℂ) x
        simpa only [Complex.conj_ofReal, Complex.coe_smul, RingHom.id_apply] using h }
  have h0 : HasDerivAt u u' (-(0 : ℝ)) := by simpa using hu
  have hn : HasDerivAt (fun B : ℝ => u (-B)) (-u') 0 := by
    have h := HasDerivAt.scomp (0 : ℝ) h0 (hasDerivAt_neg (0 : ℝ))
    simpa [Function.comp_def] using h
  have hTu : HasDerivAt (fun B : ℝ => T (u (-B))) (T (-u')) 0 :=
    (LinearMap.toContinuousLinearMap L).hasFDerivAt.comp_hasDerivAt 0 hn
  have hlim := direct_process_limit hT hV hVT hu hTu (by rw [neg_zero])
  -- both states contribute equally to the slope
  have hs : ⟪T (u (-0)), V u'⟫_ℂ + ⟪T (-u'), V (u 0)⟫_ℂ = 2 * ⟪T (u 0), V u'⟫_ℂ := by
    rw [neg_zero, map_neg, inner_neg_left, kramers_antisymm hT hV hVT u' (u 0)]
    ring
  have hnorm : ∀ z : ℂ, ‖2 * z‖ ^ 2 = 4 * ‖z‖ ^ 2 := fun z => by
    rw [norm_mul, mul_pow]
    norm_num
  rw [hs, hnorm] at hlim
  exact hlim

/-- Time reversal on two Kramers doublets. -/
def quartetT : EuclideanSpace ℂ (Fin 4) →ₛₗ[starRingEnd ℂ] EuclideanSpace ℂ (Fin 4) where
  toFun x := !₂[-conj (x 1), conj (x 0), -conj (x 3), conj (x 2)]
  map_add' x y := by ext i; fin_cases i <;> simp [add_comm]
  map_smul' c x := by ext i; fin_cases i <;> simp

/-- A coupling that exchanges the two doublets. -/
def quartetV : EuclideanSpace ℂ (Fin 4) →ₗ[ℂ] EuclideanSpace ℂ (Fin 4) where
  toFun x := !₂[x 2, x 3, x 0, x 1]
  map_add' x y := by ext i; fin_cases i <;> simp
  map_smul' c x := by ext i; fin_cases i <;> simp

/-- On two doublets, `quartetT` is a Kramers time reversal and `quartetV` is Hermitian and commutes
with it; for the states `(1, 0, 0, B)` the partner amplitude is exactly `2 B`. -/
theorem quartet_witness :
    IsKramers quartetT ∧ quartetV.IsSymmetric ∧
      (∀ x, quartetT (quartetV x) = quartetV (quartetT x)) ∧
      ∀ B : ℝ, partnerAmplitude quartetT quartetV (fun s => !₂[1, 0, 0, (s : ℂ)]) B = 2 * B := by
  refine ⟨⟨fun x y => ?_, fun x => ?_⟩, fun x y => ?_, fun x => ?_, fun B => ?_⟩
  · simp [quartetT, PiLp.inner_apply, Fin.sum_univ_four]
    ring
  · ext i; fin_cases i <;> simp [quartetT]
  · simp [quartetV, PiLp.inner_apply, Fin.sum_univ_four]
    ring
  · ext i; fin_cases i <;> simp [quartetT, quartetV]
  · simp [partnerAmplitude, quartetT, quartetV, PiLp.inner_apply, Fin.sum_univ_four]
    ring

end

end VanVleckDirectProcess
```

```lean
#print axioms VanVleckDirectProcess.partnerAmplitude_odd
#print axioms VanVleckDirectProcess.zeeman_partner
#print axioms VanVleckDirectProcess.direct_process_limit
#print axioms VanVleckDirectProcess.partner_limit
```

```
'VanVleckDirectProcess.partnerAmplitude_odd' depends on axioms: [propext, Classical.choice, Quot.sound]
'VanVleckDirectProcess.zeeman_partner' depends on axioms: [propext, Classical.choice, Quot.sound]
'VanVleckDirectProcess.direct_process_limit' depends on axioms: [propext, Classical.choice, Quot.sound]
'VanVleckDirectProcess.partner_limit' depends on axioms: [propext, Classical.choice, Quot.sound]
```

## Two limits, for a general pair and for the field-reversed partner

The state space `H` is a complex inner-product space. The inner product `⟪x, y⟫_ℂ` is conjugate-linear in its first argument and linear in its second, as in Dirac notation. The type of `T`, with the arrow `→ₛₗ[starRingEnd ℂ]`, says that $T$ is conjugate-linear: $T(cx)=\bar c\,Tx$. The structure `IsKramers T` adds two properties,

$$\langle Tx,Ty\rangle=\langle y,x\rangle,\qquad T^2=-1 .$$

The second is the sign that time reversal has for an odd number of electrons. It also makes $T$ invertible, so that with the first property $T$ is antiunitary.

The coupling `V` is a linear operator with `V.IsSymmetric`, which means $\langle Vx,y\rangle=\langle x,Vy\rangle$, and with $TV=VT$. The derivatives of the two states at zero field are called `u'` and `w'`. The theorem `direct_process_limit` states

$$\lim_{B\to0}\frac{|\langle w(B),Vu(B)\rangle|^2}{B^2}=\bigl|\langle w(0),Vu'\rangle+\langle w',Vu(0)\rangle\bigr|^2 .$$

The filter `𝓝[≠] 0` lets $B$ approach zero from both sides without taking the value zero.

The theorem `partner_limit` makes a definite choice of the second state: $w(B)=Tu(-B)$, the time reverse of the state in the opposite field. The matrix element is then `partnerAmplitude`, and the limit takes the shorter form $4\,|\langle Tu(0),Vu'\rangle|^2$.

Neither theorem requires $u(B)$ to be normalised or to be an eigenstate. The limit may also be zero, in which case the squared matrix element vanishes faster than $B^2$.

## The atom, the field and the lattice

In the direct process an atom or ion passes from one state of its ground doublet to the other while it absorbs or emits a single phonon. The operator $V$ stands for the electronic part of the coupling to that phonon: the change of the crystal field when the surrounding ions are displaced. This is an electrostatic perturbation, hence Hermitian and even under time reversal. The transition rate contains $|\langle w,Vu\rangle|^2$ together with the density and occupation of phonons at the splitting energy. Only the electronic factor is treated here.

The operator `zeemanH H₀ Z B` is $H_0+BZ$, with $H_0$ even and $Z$ odd under $T$. For a Dirac electron the coupling to a vector potential is linear, so this is the full field dependence. In a nonrelativistic description it leaves out the diamagnetic term. The theorem `zeeman_partner` explains the choice $Tu(-B)$: if $u(-B)$ solves the eigenvalue equation in the field $-B$ with energy $E(-B)$, then $Tu(-B)$ solves it in the field $B$ with the same energy. When $E(B)\neq E(-B)$, the pair $u(B)$, $Tu(-B)$ therefore belongs to two different levels of one and the same Hamiltonian.

Differentiability at $B=0$ is assumed and not derived from $H_0+BZ$. For eigenstates it means that $u(0)$ is the correct zeroth-order state, the one that the field selects within the degenerate doublet, that the same level is followed through $B=0$, and that the phase of $u(B)$ is chosen smoothly. If the field splits the doublet to first order, taking the lower state at every $B$ is not such a choice, since that state jumps from one member of the doublet to the other when $B$ changes sign.

Two further restrictions concern the physics. The operator $V$ does not depend on $B$; a lattice vibration that modulates the Zeeman interaction itself would add another term linear in $B$ to the amplitude. The two limit theorems also assume a finite-dimensional space, such as a crystal-field multiplet or the many-electron space built on a finite four-component basis that is closed under time reversal.

Van Vleck's result is often written as a sum over excited states with energy denominators. That form follows when $u'$ is expanded by first-order perturbation theory, whereas the limits above leave $u'$ as it is.

## Time reversal removes the zero-field amplitude

Take any two vectors $x$ and $y$. Antiunitarity, applied to $Vy$ and $Tx$, gives

$$\langle Tx,Vy\rangle=\langle TVy,\,T^2x\rangle .$$

Now use $T^2=-1$, then $TV=VT$, then the Hermiticity of $V$:

$$\langle TVy,T^2x\rangle=-\langle TVy,x\rangle=-\langle VTy,x\rangle=-\langle Ty,Vx\rangle .$$

So the form $\langle Tx,Vy\rangle$ is antisymmetric in $x$ and $y$. For $x=y=u(0)$ it equals its own negative, and $\langle Tu(0),Vu(0)\rangle=0$. A Hermitian time-even coupling cannot connect the two members of a Kramers doublet at zero field.

The sign of $T^2$ matters. With $T^2=+1$ the same steps give a symmetric form, and the amplitude can survive even between orthogonal states: on $\mathbb C^2$, with $T$ complex conjugation, $V=\mathrm{diag}(1,-1)$ and $u=(1,i)/\sqrt2$, the vector $Vu$ equals $Tu=(1,-i)/\sqrt2$, and the amplitude is 1.

In Lean the antisymmetry is `kramers_antisymm`. Its single `rw` follows the two displayed lines: `← hT.antiunitary (V y) (T x)` is the first, and `hT.sq`, `hVT`, `inner_neg_right` and `hV (T y) x` make up the second.

The lemma `partnerAmplitude_odd` applies the same identity at nonzero field. Write $f(B)=\langle Tu(-B),Vu(B)\rangle$. Then

$$f(-B)=\langle Tu(B),Vu(-B)\rangle=-\langle Tu(-B),Vu(B)\rangle=-f(B).$$

This holds for every $B$ and for any function $u$, differentiable or not.

## The slope at zero field gives the limit

For a general pair, let $f(B)=\langle w(B),Vu(B)\rangle$. Since $w(0)=Tu(0)$, we have $f(0)=0$. The product rule gives

$$f'(0)=\langle w(0),Vu'\rangle+\langle w',Vu(0)\rangle .$$

Because $f(0)=0$, the difference quotient at zero is $f(B)/B$, and it tends to $f'(0)$. Taking the modulus and squaring gives $|f(B)|^2/B^2\to|f'(0)|^2$, which is the first limit.

The last step is the lemma `tendsto_normSq_div_sq`. It starts from `hf.tendsto_slope_zero`, the convergence of the difference quotient, applies the norm and the square to it, and rewrites the result as the required quotient. In `direct_process_limit`, the intermediate result `hVu` says that $Vu(B)$ has derivative $Vu'$. Finite dimension enters here, since it makes the linear map $V$ continuous. The term `hw.inner ℂ hVu` is the product rule, and `linear_combination h / 2` turns "equal to its own negative" into "zero".

For the field-reversed partner, $w(B)=Tu(-B)$. The map $T$ is linear over the real numbers, and $B$ is real, so the chain rule gives $w'=-Tu'$. The slope becomes

$$\langle Tu(0),Vu'\rangle-\langle Tu',Vu(0)\rangle .$$

By antisymmetry, $\langle Tu',Vu(0)\rangle=-\langle Tu(0),Vu'\rangle$. The two terms are therefore equal, the slope is $2\langle Tu(0),Vu'\rangle$, and its squared modulus carries the factor 4. The first-order changes of the two states add up; they do not cancel each other.

The proof of `partner_limit` builds `L`, which is $T$ regarded as a real-linear map, because the ordinary chain rule needs a linear map. The intermediate results `hn` and `hTu` differentiate $u(-B)$ and $Tu(-B)$, `hs` combines the two equal terms, and `hnorm` extracts the 4.

## The partner solves the same eigenvalue equation

Suppose $(H_0-BZ)x=ex$ with $e$ real. Since $TH_0=H_0T$ and $TZ=-ZT$,

$$(H_0+BZ)Tx=TH_0x-B\,TZx=T(H_0-BZ)x=T(ex)=e\,Tx .$$

The real numbers $B$ and $e$ pass through the conjugate-linear map unchanged. The proof of `zeeman_partner` applies $T$ to the given equation with `congrArg T hx`, and `simp only` moves $T$ past the operators and scalars. Only the conjugate-linearity of $T$ and the two commutation rules are needed.

## Two doublets with amplitude 2B

A space with a single doublet is too small for a nonzero effect between eigenstates of different energy, which are orthogonal. On $\mathbb C^2$ a Hermitian operator that commutes with $T$ is a real multiple of the identity, so it cannot connect two orthogonal states. The example `quartet_witness` therefore uses two doublets. On vectors $x=(x_0,x_1,x_2,x_3)$ it takes

$$Tx=(-\bar x_1,\bar x_0,-\bar x_3,\bar x_2),\qquad Vx=(x_2,x_3,x_0,x_1).$$

The state is $u(B)=(1,0,0,B)$, with $B$ dimensionless. Its last component plays the part of the admixture from the second doublet, although no Hamiltonian is specified. At $B=0.1$:

- The state is $u(0.1)=(1,0,0,0.1)$, and $Vu(0.1)=(0,0.1,1,0)$.
- In the opposite field $u(-0.1)=(1,0,0,-0.1)$, so the partner is $Tu(-0.1)=(0,1,0.1,0)$.
- Their inner product is $1\cdot0.1+0.1\cdot1=0.2$, which is $2B$.

These vectors have squared norm $1+B^2=1.01$. For normalised states the amplitude is $2B/(1+B^2)\approx0.1980$, and its square divided by $B^2$ is about $3.921$. At $B=0.01$ the same quotient is about $3.9992$.

The general formula predicts the limit. Here $u'=(0,0,0,1)$, so $Vu'=(0,1,0,0)$. This equals $Tu(0)$, the inner product is 1, and the limit is 4. The order $B^2$ is therefore attained, and no higher power of $B$ holds for all couplings and states that the theorem admits.

In Lean the properties of $T$ and $V$ and the value $2B$ are verified in coordinates: `fin_cases i` goes through the four components of a vector equation, while `simp` and `ring` evaluate the inner products.
